# Norm conservation on the one-parameter family of matched core polynomials

## The result

Fix a matching radius R > 0, natural numbers m and n, and real targets t₀, …, tₙ₋₁. A real polynomial P is called matched if P(r) = rᵐ q(r) for a polynomial q with deg q ≤ n, and its k-th derivative satisfies P⁽ᵏ⁾(R) = tₖ for every k < n. Put

B(r) = rᵐ (r − R)ⁿ,  ⟨P, Q⟩ = ∫₀ᴿ P(r) Q(r) dr,  ‖P‖² = ∫₀ᴿ P(r)² dr.

Then a matched P₀ exists, the matched polynomials are exactly P₀ + cB with c real, and for any real N at most two c give ‖P₀ + cB‖² = N. Such a c exists exactly when

N ≥ N_min = ‖P₀‖² − ⟨P₀, B⟩² / ‖B‖².

The case n = 4 matches the value and the first three derivatives.

## Use in a pseudo-orbital fit

A shape-consistent pseudo-orbital keeps the all-electron valence function u(r), equal to r times the radial function, outside R and replaces it inside by a smooth function with the same core norm N = ∫₀ᴿ u² dr. For a single real orbital whose inner part is a plain polynomial with one coefficient more than there are matching conditions, the result reduces this fit to a linear problem followed by one quadratic equation, and N ≥ N_min is the test for whether the chosen R, m and n admit a solution. Here m ≥ 1 is needed to guarantee that the inner function vanishes at the origin, as r times a finite radial function must.

## Derivation

1. Taylor expansion about R gives P(r) = Σₖ P⁽ᵏ⁾(R) (r − R)ᵏ / k!, so the derivatives of order k < n vanish at R exactly when (r − R)ⁿ divides P.

2. Some polynomial T has T⁽ᵏ⁾(R) = tₖ for all k < n. Start from T₀ = 0 and set

Tⱼ₊₁ = Tⱼ − [(Tⱼ⁽ʲ⁾(R) − tⱼ) / j!] (r − R)ʲ.

The j-th derivative of (r − R)ʲ is j!, so order j is corrected, and by step 1 the lower orders are untouched. Take T = Tₙ.

3. For R ≠ 0 one has r/R − (r − R)/R = 1. In the (m + n)-th power of this identity each term contains rᵐ or (r − R)ⁿ, which gives polynomials a and b with

a rᵐ + b (r − R)ⁿ = 1.

Divide aT by (r − R)ⁿ with quotient s and remainder q₀, so aT = (r − R)ⁿ s + q₀ and deg q₀ ≤ n. Then

rᵐ q₀ − T = −(r − R)ⁿ (rᵐ s + bT),

and by step 1 the polynomial P₀ = rᵐ q₀ has the same first n derivatives at R as T, counting the value as order 0. It is matched.

4. Let P = rᵐ q be matched. The first n derivatives of P − P₀ = rᵐ (q − q₀) vanish at R, so (r − R)ⁿ divides it. Multiplying the identity of step 3 by q − q₀ gives

q − q₀ = a rᵐ (q − q₀) + b (r − R)ⁿ (q − q₀),

and both terms are divisible by (r − R)ⁿ, so q − q₀ = (r − R)ⁿ v for a polynomial v. Since deg(q − q₀) ≤ n, v is a constant c, and P = P₀ + cB. Conversely P₀ + cB = rᵐ [q₀ + c (r − R)ⁿ] has the required form and differs from P₀ by a multiple of (r − R)ⁿ, so it is matched.

5. Write A = ‖B‖², S = ⟨P₀, B⟩ and N₀ = ‖P₀‖². Expanding the square under the integral gives

‖P₀ + cB‖² = A c² + 2 S c + N₀.

Here A > 0, because B is continuous and nonzero on (0, R). If c₁ and c both give N, subtracting the two equations yields

(c − c₁) [A (c + c₁) + 2S] = 0,

so c = c₁ or c = −2S/A − c₁. Completing the square with w = S/A gives A (c + w)² + N_min = N. A solution therefore forces N ≥ N_min, and for N ≥ N_min the value c = −w + √((N − N_min)/A) is a solution.

## Smallest cases

For m = n = 0 there are no conditions, P is any constant c, the norm is c²R and N_min = 0. For m = 0 and n = 1, take P₀ = t₀ and B = r − R. Then A = R³/3, S = −t₀R²/2, N₀ = t₀²R and N_min = t₀²R/4. For t₀ ≠ 0 and N = t₀²R the roots are c = 0 and c = 3t₀/R, and the second polynomial runs from −2t₀ at the origin to t₀ at R with a node at 2R/3. Both cases have m = 0, and the polynomials found for t₀ ≠ 0 do not vanish at the origin, so they illustrate the algebra and are not admissible pseudo-orbitals. These values were worked out on paper and are not among the checked theorems.

## The file

In Lean 4 with Mathlib:

```lean
import Mathlib

open Polynomial MeasureTheory

namespace ShapeConsistentOrbital

noncomputable section

/-- The `k`-th radial derivative of the polynomial orbital `P` at the radius `R`. -/
def jet (P : ℝ[X]) (R : ℝ) (k : ℕ) : ℝ := iteratedDeriv k (fun r => P.eval r) R

/-- `P = r^m q(r)` with `deg q ≤ n`, and the derivatives of order `k < n` of `P` at the
matching radius `R` equal the targets `t k`. -/
def IsMatched (m n : ℕ) (R : ℝ) (t : ℕ → ℝ) (P : ℝ[X]) : Prop :=
  (∃ q : ℝ[X], q.natDegree ≤ n ∧ P = X ^ m * q) ∧ ∀ k < n, jet P R k = t k

/-- The polynomial `r^m (r - R)^n`. -/
def freeMode (m n : ℕ) (R : ℝ) : ℝ[X] := X ^ m * (X - C R) ^ n

/-- The integral of `P(r)^2` over the core region `[0, R]`. -/
def innerNorm (R : ℝ) (P : ℝ[X]) : ℝ := ∫ r in (0 : ℝ)..R, (P.eval r) ^ 2

/-- The integral of `P(r) Q(r)` over the core region `[0, R]`. -/
def overlap (R : ℝ) (P Q : ℝ[X]) : ℝ := ∫ r in (0 : ℝ)..R, P.eval r * Q.eval r

/-- The `k`-th radial derivative is the value of the `k`-fold formal derivative. -/
theorem jet_eq (P : ℝ[X]) (R : ℝ) (k : ℕ) : jet P R k = (derivative^[k] P).eval R := by
  have h : iteratedDeriv k (fun r => P.eval r) = fun r => (derivative^[k] P).eval r := by
    induction k with
    | zero => simp
    | succ k ih =>
      funext r
      rw [iteratedDeriv_succ, ih, Function.iterate_succ_apply']
      exact (Polynomial.hasDerivAt _ r).deriv
  exact congrFun h R

/-- The derivatives of a difference are the differences of the derivatives. -/
theorem jet_sub (P Q : ℝ[X]) (R : ℝ) (k : ℕ) : jet (P - Q) R k = jet P R k - jet Q R k := by
  have h : ∀ (k : ℕ) (P Q : ℝ[X]),
      derivative^[k] (P - Q) = derivative^[k] P - derivative^[k] Q := by
    intro k
    induction k with
    | zero => intro P Q; rfl
    | succ k ih =>
      intro P Q
      rw [Function.iterate_succ_apply, Function.iterate_succ_apply,
        Function.iterate_succ_apply, derivative_sub, ih]
  rw [jet_eq, jet_eq, jet_eq, h, eval_sub]

/-- The derivatives of order `k < n` vanish at `R` exactly when `(r - R)^n` divides `P`. -/
theorem jet_zero_iff (P : ℝ[X]) (R : ℝ) (n : ℕ) :
    (∀ k < n, jet P R k = 0) ↔ (X - C R) ^ n ∣ P := by
  rcases eq_or_ne P 0 with rfl | hP
  · simp [jet_eq]
  cases n with
  | zero => simp
  | succ n =>
    rw [← le_rootMultiplicity_iff hP]
    have h : n < P.rootMultiplicity R ↔ ∀ k ≤ n, (derivative^[k] P).IsRoot R :=
      lt_rootMultiplicity_iff_isRoot_iterate_derivative hP
    constructor
    · intro H
      exact h.2 fun k hk => (jet_eq P R k).symm.trans (H k (by omega))
    · intro H k hk
      exact (jet_eq P R k).trans (h.1 H k (by omega))

/-- Some polynomial has prescribed derivatives of all orders `k < n` at `R`. -/
theorem exists_jet (R : ℝ) (t : ℕ → ℝ) (n : ℕ) : ∃ T : ℝ[X], ∀ k < n, jet T R k = t k := by
  induction n with
  | zero => exact ⟨0, fun k hk => absurd hk (Nat.not_lt_zero k)⟩
  | succ n ih =>
    obtain ⟨T, hT⟩ := ih
    have h1 : ∀ c : ℝ, jet (C c * (X - C R) ^ n) R n = c * n.factorial := by
      intro c
      rw [jet_eq, iterate_derivative_C_mul, iterate_derivative_X_sub_pow_self]
      simp
    have hf : (n.factorial : ℝ) ≠ 0 := Nat.cast_ne_zero.2 n.factorial_ne_zero
    -- a multiple of `(r - R)^n` corrects order `n` and leaves the lower orders alone
    refine ⟨T - C ((jet T R n - t n) / n.factorial) * (X - C R) ^ n, fun k hk => ?_⟩
    rcases Nat.lt_succ_iff_lt_or_eq.1 hk with hk | rfl
    · rw [jet_sub, hT k hk, (jet_zero_iff _ R n).2 (dvd_mul_left _ _) k hk, sub_zero]
    · rw [jet_sub, h1, div_mul_cancel₀ _ hf]
      ring

/-- For `R ≠ 0` there is a `P₀` such that the matched orbitals are exactly the polynomials
`P₀ + c r^m (r - R)^n` with real `c`. -/
theorem matching_family (m n : ℕ) {R : ℝ} (hR : R ≠ 0) (t : ℕ → ℝ) :
    ∃ P₀ : ℝ[X], ∀ P, IsMatched m n R t P ↔ ∃ c : ℝ, P = P₀ + C c * freeMode m n R := by
  have hinv : C R⁻¹ * C R = (1 : ℝ[X]) := by rw [← C_mul, inv_mul_cancel₀ hR, C_1]
  have hc1 : IsCoprime (X : ℝ[X]) (X - C R) :=
    ⟨C R⁻¹, -C R⁻¹, by linear_combination hinv⟩
  have hc : IsCoprime ((X : ℝ[X]) ^ m) ((X - C R) ^ n) := hc1.pow
  have hM0 : ((X - C R) ^ n : ℝ[X]) ≠ 0 := pow_ne_zero n (X_sub_C_ne_zero R)
  have hdeg : ((X - C R) ^ n : ℝ[X]).natDegree = n := by
    rw [natDegree_pow, natDegree_X_sub_C, mul_one]
  obtain ⟨T, hT⟩ := exists_jet R t n
  obtain ⟨a, b, hab⟩ := id hc
  -- reduce `a T` modulo `(r - R)^n`, so that `r^m q₀ ≡ T`
  obtain ⟨q₀, s, hq₀, hs⟩ :
      ∃ q₀ s : ℝ[X], q₀.natDegree ≤ n ∧ (X - C R) ^ n * s + q₀ = a * T := by
    have hlt : ((a * T) % (X - C R) ^ n).degree < ((X - C R) ^ n : ℝ[X]).degree :=
      degree_mod_lt _ hM0
    exact ⟨_, _, (natDegree_le_natDegree hlt.le).trans hdeg.le,
      EuclideanDomain.div_add_mod _ _⟩
  have h0 : ∀ k < n, jet (X ^ m * q₀) R k = t k := by
    intro k hk
    have hd : (X - C R) ^ n ∣ X ^ m * q₀ - T :=
      ⟨-(X ^ m * s) - b * T, by linear_combination X ^ m * hs + T * hab⟩
    have h := (jet_zero_iff _ R n).2 hd k hk
    rw [jet_sub, hT k hk] at h
    linarith
  refine ⟨X ^ m * q₀, fun P => ⟨?_, ?_⟩⟩
  · rintro ⟨⟨q, hq, rfl⟩, hj⟩
    -- `q - q₀` is divisible by `(r - R)^n` and has degree at most `n`
    have hd : (X - C R) ^ n ∣ X ^ m * (q - q₀) := by
      rw [mul_sub, ← jet_zero_iff]
      intro k hk
      rw [jet_sub, hj k hk, h0 k hk, sub_self]
    obtain ⟨u, hu⟩ := hc.symm.dvd_of_dvd_mul_left hd
    have hu0 : u.natDegree = 0 := by
      rcases eq_or_ne u 0 with rfl | hne
      · simp
      · have h := (natDegree_sub_le q q₀).trans (max_le hq hq₀)
        rw [hu, natDegree_mul hM0 hne, hdeg] at h
        omega
    obtain ⟨c, rfl⟩ : ∃ c, u = C c := ⟨_, eq_C_of_natDegree_eq_zero hu0⟩
    refine ⟨c, ?_⟩
    unfold freeMode
    linear_combination X ^ m * hu
  · rintro ⟨c, rfl⟩
    refine ⟨⟨q₀ + C c * (X - C R) ^ n, (natDegree_add_le _ _).trans
      (max_le hq₀ ((natDegree_C_mul_le _ _).trans hdeg.le)), ?_⟩, fun k hk => ?_⟩
    · unfold freeMode
      ring
    · have hd : (X - C R) ^ n ∣ X ^ m * q₀ + C c * freeMode m n R - X ^ m * q₀ :=
        ⟨C c * X ^ m, by unfold freeMode; ring⟩
      have h := (jet_zero_iff _ R n).2 hd k hk
      rw [jet_sub, h0 k hk] at h
      linarith

/-- The core norm of `P + c B` is the quadratic `‖B‖² c² + 2 ⟨P, B⟩ c + ‖P‖²` in `c`. -/
theorem innerNorm_expand (R c : ℝ) (P B : ℝ[X]) :
    innerNorm R (P + C c * B) = innerNorm R B * c ^ 2 + 2 * overlap R P B * c + innerNorm R P := by
  have hP := P.continuous
  have hB := B.continuous
  have h : ∀ r : ℝ, ((P + C c * B).eval r) ^ 2
      = c ^ 2 * (B.eval r) ^ 2 + 2 * c * (P.eval r * B.eval r) + (P.eval r) ^ 2 := by
    intro r
    rw [eval_add, eval_mul, eval_C]
    ring
  have i1 : IntervalIntegrable (fun r => c ^ 2 * (B.eval r) ^ 2) volume 0 R :=
    Continuous.intervalIntegrable (by fun_prop) _ _
  have i2 : IntervalIntegrable (fun r => 2 * c * (P.eval r * B.eval r)) volume 0 R :=
    Continuous.intervalIntegrable (by fun_prop) _ _
  have i3 : IntervalIntegrable (fun r => (P.eval r) ^ 2) volume 0 R :=
    Continuous.intervalIntegrable (by fun_prop) _ _
  simp only [innerNorm, overlap, h]
  rw [intervalIntegral.integral_add (i1.add i2) i3, intervalIntegral.integral_add i1 i2,
    intervalIntegral.integral_const_mul, intervalIntegral.integral_const_mul]
  ring

/-- For `R > 0` the polynomial `r^m (r - R)^n` has positive core norm. -/
theorem innerNorm_freeMode_pos (m n : ℕ) {R : ℝ} (hR : 0 < R) :
    0 < innerNorm R (freeMode m n R) := by
  have hB := (freeMode m n R).continuous
  refine intervalIntegral.intervalIntegral_pos_of_pos_on
    (Continuous.intervalIntegrable (by fun_prop) _ _) (fun r hr => ?_) hR
  have hne : (freeMode m n R).eval r ≠ 0 := by
    simp only [freeMode, eval_mul, eval_pow, eval_sub, eval_X, eval_C]
    exact mul_ne_zero (pow_ne_zero _ hr.1.ne') (pow_ne_zero _ (sub_ne_zero.2 hr.2.ne))
  exact lt_of_le_of_ne (sq_nonneg _) (pow_ne_zero 2 hne).symm

/-- For `R > 0` there is a matched `P₀`, the matched orbitals are exactly
`P₀ + c r^m (r - R)^n`, and at most two `c` give any prescribed core norm `N`. -/
theorem shape_consistent (m n : ℕ) {R : ℝ} (hR : 0 < R) (t : ℕ → ℝ) :
    ∃ P₀ : ℝ[X], IsMatched m n R t P₀ ∧
      (∀ P, IsMatched m n R t P ↔ ∃ c : ℝ, P = P₀ + C c * freeMode m n R) ∧
      ∀ N : ℝ, {c : ℝ | innerNorm R (P₀ + C c * freeMode m n R) = N}.encard ≤ 2 := by
  obtain ⟨P₀, h⟩ := matching_family m n hR.ne' t
  refine ⟨P₀, (h P₀).2 ⟨0, by simp⟩, h, fun N => ?_⟩
  have hA := innerNorm_freeMode_pos m n hR
  simp only [innerNorm_expand]
  generalize innerNorm R (freeMode m n R) = A at hA ⊢
  generalize overlap R P₀ (freeMode m n R) = b
  generalize innerNorm R P₀ = N₀
  rcases Set.eq_empty_or_nonempty {c : ℝ | A * c ^ 2 + 2 * b * c + N₀ = N} with he | ⟨c₁, h₁⟩
  · rw [he]
    simp
  -- given one root `c₁`, the only other one is `-2b/A - c₁`
  have hsub : {c : ℝ | A * c ^ 2 + 2 * b * c + N₀ = N} ⊆ {c₁, -2 * b / A - c₁} := by
    intro c hc
    have e₁ : A * c₁ ^ 2 + 2 * b * c₁ + N₀ = N := h₁
    have e : A * c ^ 2 + 2 * b * c + N₀ = N := hc
    have hz : (c - c₁) * (A * (c + c₁) + 2 * b) = 0 := by linear_combination e - e₁
    rcases mul_eq_zero.1 hz with h' | h'
    · exact Or.inl (sub_eq_zero.1 h')
    · have hc' : c = -2 * b / A - c₁ := by
        rw [eq_sub_iff_add_eq, eq_div_iff hA.ne']
        linear_combination h'
      exact Or.inr hc'
  refine (Set.encard_mono hsub).trans ((Set.encard_insert_le _ _).trans ?_)
  rw [Set.encard_singleton]
  exact one_add_one_eq_two.le

/-- With `B = r^m (r - R)^n` and `R > 0`, some `c` gives `P + c B` the core norm `N` exactly
when `N ≥ ‖P‖² - ⟨P, B⟩² / ‖B‖²`. -/
theorem norm_solvable_iff (m n : ℕ) {R : ℝ} (hR : 0 < R) (P : ℝ[X]) (N : ℝ) :
    (∃ c : ℝ, innerNorm R (P + C c * freeMode m n R) = N) ↔
      innerNorm R P - overlap R P (freeMode m n R) ^ 2 / innerNorm R (freeMode m n R) ≤ N := by
  have hA := innerNorm_freeMode_pos m n hR
  simp only [innerNorm_expand]
  generalize innerNorm R (freeMode m n R) = A at hA ⊢
  generalize overlap R P (freeMode m n R) = b
  generalize innerNorm R P = N₀
  have hA' := hA.ne'
  obtain ⟨w, rfl⟩ : ∃ w, b = w * A := ⟨b / A, (div_mul_cancel₀ b hA').symm⟩
  have hw : (w * A) ^ 2 / A = w ^ 2 * A := by
    rw [div_eq_iff hA']
    ring
  rw [hw]
  constructor
  · rintro ⟨c, hc⟩
    nlinarith [mul_nonneg hA.le (sq_nonneg (c + w))]
  · intro hN
    have hs : Real.sqrt ((N - N₀ + w ^ 2 * A) / A) ^ 2 * A = N - N₀ + w ^ 2 * A := by
      rw [Real.sq_sqrt (div_nonneg (by linarith) hA.le), div_mul_cancel₀ _ hA']
    exact ⟨-w + Real.sqrt ((N - N₀ + w ^ 2 * A) / A), by linear_combination hs⟩

/-- For `R > 0`, the polynomials `r^m q(r)` with `deg q ≤ 4` whose value and first three
derivatives at `R` equal four targets are exactly `P₀ + c r^m (r - R)^4` for some `P₀`,
and at most two `c` give any prescribed core norm `N`. -/
theorem shape_consistent_four (m : ℕ) {R : ℝ} (hR : 0 < R) (t : Fin 4 → ℝ) :
    ∃ P₀ : ℝ[X],
      (∀ P : ℝ[X], ((∃ q : ℝ[X], q.natDegree ≤ 4 ∧ P = X ^ m * q) ∧
          ∀ k : Fin 4, jet P R k = t k) ↔ ∃ c : ℝ, P = P₀ + C c * freeMode m 4 R) ∧
      ∀ N : ℝ, {c : ℝ | innerNorm R (P₀ + C c * freeMode m 4 R) = N}.encard ≤ 2 := by
  obtain ⟨P₀, -, h1, h2⟩ :=
    shape_consistent m 4 hR (fun k => if h : k < 4 then t ⟨k, h⟩ else 0)
  refine ⟨P₀, fun P => Iff.trans ?_ (h1 P), h2⟩
  unfold IsMatched
  refine and_congr Iff.rfl ⟨fun H k hk => ?_, fun H k => ?_⟩
  · simp only [dif_pos hk]
    exact H ⟨k, hk⟩
  · have h := H k k.2
    simp only [dif_pos k.2] at h
    exact h

end

end ShapeConsistentOrbital
```
```lean
#print axioms ShapeConsistentOrbital.matching_family
#print axioms ShapeConsistentOrbital.norm_solvable_iff
#print axioms ShapeConsistentOrbital.shape_consistent_four
```

```
'ShapeConsistentOrbital.matching_family' depends on axioms: [propext, Classical.choice, Quot.sound]
'ShapeConsistentOrbital.norm_solvable_iff' depends on axioms: [propext, Classical.choice, Quot.sound]
'ShapeConsistentOrbital.shape_consistent_four' depends on axioms: [propext, Classical.choice, Quot.sound]
```

## Reading the statements

`jet P R k` is P⁽ᵏ⁾(R), defined by `iteratedDeriv` of the function r ↦ P(r), with k = 0 the value. `IsMatched m n R t P` is the definition above; `q.natDegree ≤ n` admits q = 0, and entries of `t : ℕ → ℝ` with k ≥ n are ignored. `freeMode m n R` is B, with `X` the variable r and `C c` a constant polynomial. `innerNorm` is the squared norm ‖P‖² and `overlap` is ⟨P, Q⟩. The measure is dr without a factor r², so P stands for r times the radial function.

`shape_consistent` gives the matched P₀, the family and the count. Because `encard` assigns ∞ to an infinite set, `encard ≤ 2` means zero, one or two values of c. `norm_solvable_iff` gives the threshold for an arbitrary polynomial P in place of P₀, matched or not. `shape_consistent_four` restates the family and the count with targets indexed by `Fin 4`; there P₀ is seen to be matched by taking c = 0. The linear result `matching_family` assumes only R ≠ 0. At R = 0 with m, n ≥ 1 every candidate vanishes at the matching point, so a target t₀ ≠ 0 is unreachable.

## How the proof follows the derivation

`jet_eq` identifies analytic with formal derivatives and `jet_sub` makes them subtractive. `jet_zero_iff` is step 1, obtained from Mathlib's root multiplicity in place of the Taylor sum. `exists_jet` is the recursion of step 2. In `matching_family`, `hc1` is the identity r/R − (r − R)/R = 1, `hc1.pow` with `hab` supplies a and b, `hs` is the division, `h0` matches P₀, and `hc.symm.dvd_of_dvd_mul_left` with the degree count `hu0` is step 4, where v is called `u`. `innerNorm_expand` and `innerNorm_freeMode_pos` give the quadratic and A > 0. The final theorems then treat A, S (there called `b`) and N₀ as plain real numbers: `hz` is the factorised difference, the forward direction of `norm_solvable_iff` uses A (c + w)² ≥ 0, and the reverse direction exhibits the root with the positive square root.

## Limits of the guarantee

The theorems say nothing on sign or nodes. A code that inverts the radial equation for a potential divides by P and must test each root for zeros in (0, R); neither root is promised to pass. P₀ is asserted to exist and no coefficients are returned. All arithmetic is exact over ℝ, so the conditioning of the linear fit, quadrature error in A, S and N₀, and the behaviour of a solver near N = N_min are not addressed. The targets and N are free real inputs with no link to an atomic calculation. The inner function is a polynomial with natural exponent m and exactly one free constant; exponential forms, further conditions at the origin, spinor components and the potential itself do not appear.
